# An energy zero that makes all occupied and virtual Laplace factors decay exists exactly when every occupied level lies below every virtual level

Take finite, nonempty sets of occupied and virtual orbitals with arbitrary real energies, and measure all energies from a common zero μ. An occupied orbital of energy ε has the Laplace factor exp((ε − μ)t), and a virtual one has exp(−(ε − μ)t). The theorem `exists_factorsDecay_iff_gap` says that some real μ makes every one of these factors tend to zero as t → ∞ if and only if each occupied energy is strictly less than each virtual energy. For the forward direction, the attempt uses `factorsDecay_iff` to place μ strictly between the occupied and virtual energies. For the converse, it sets out to show that the highest occupied energy is below the lowest virtual one, and then picks μ between them.

As first written in Lean, the proof fails:

```lean
import Mathlib

open Filter MeasureTheory

namespace LaplaceMP2EnergyZero

noncomputable section

variable {O V : Type*} [Fintype O] [Nonempty O] [Fintype V] [Nonempty V]

/-- The highest occupied orbital energy. -/
def homo (eo : O → ℝ) : ℝ := Finset.univ.sup' Finset.univ_nonempty eo

/-- The lowest virtual orbital energy. -/
def lumo (ev : V → ℝ) : ℝ := Finset.univ.inf' Finset.univ_nonempty ev

/-- The Laplace factor `exp((ε - μ) t)` of an occupied orbital of energy `ε`,
with energy zero `μ`. -/
def occFactor (ε μ t : ℝ) : ℝ := Real.exp ((ε - μ) * t)

/-- The Laplace factor `exp(-(ε - μ) t)` of a virtual orbital of energy `ε`,
with energy zero `μ`. -/
def virtFactor (ε μ t : ℝ) : ℝ := Real.exp (-(ε - μ) * t)

/-- Every occupied and every virtual Laplace factor tends to zero as `t → ∞`. -/
def FactorsDecay (eo : O → ℝ) (ev : V → ℝ) (μ : ℝ) : Prop :=
  (∀ i, Tendsto (fun t : ℝ => occFactor (eo i) μ t) atTop (nhds 0)) ∧
  (∀ a, Tendsto (fun t : ℝ => virtFactor (ev a) μ t) atTop (nhds 0))

/-- An exponential `exp(k t)` tends to zero as `t → ∞` exactly when `k < 0`. -/
theorem exp_decay_iff (k : ℝ) :
    Tendsto (fun t : ℝ => Real.exp (k * t)) atTop (nhds 0) ↔ k < 0 := by
  constructor
  · intro h
    by_contra hk
    have hk' : 0 ≤ k := not_lt.mp hk
    -- for k ≥ 0 the exponential is at least one at all t ≥ 0
    have h1 : (1 : ℝ) ≤ 0 := by
      refine ge_of_tendsto h ?_
      filter_upwards [eventually_ge_atTop (0 : ℝ)] with t ht
      exact Real.one_le_exp (mul_nonneg hk' ht)
    linarith
  · intro hk
    exact Real.tendsto_exp_atBot.comp (tendsto_id.const_mul_atTop_of_neg hk)

/-- All Laplace factors tend to zero if and only if the energy zero is strictly above the highest
occupied and strictly below the lowest virtual energy. -/
theorem factorsDecay_iff (eo : O → ℝ) (ev : V → ℝ) (μ : ℝ) :
    FactorsDecay eo ev μ ↔ homo eo < μ ∧ μ < lumo ev := by
  simp only [FactorsDecay, occFactor, virtFactor, exp_decay_iff, homo, lumo,
    Finset.sup'_lt_iff, Finset.lt_inf'_iff, Finset.mem_univ, true_implies]
  exact and_congr
    (forall_congr' fun i => by constructor <;> intro h <;> linarith)
    (forall_congr' fun a => by constructor <;> intro h <;> linarith)

/-- An energy zero for which all Laplace factors tend to zero exists if and only if
every occupied energy lies below every virtual energy. -/
theorem exists_factorsDecay_iff_gap (eo : O → ℝ) (ev : V → ℝ) :
    (∃ μ, FactorsDecay eo ev μ) ↔ ∀ i a, eo i < ev a := by
  constructor
  · rintro ⟨μ, h⟩ i a
    obtain ⟨h1, h2⟩ := (factorsDecay_iff eo ev μ).1 h
    simp only [homo, Finset.sup'_lt_iff, Finset.mem_univ, true_implies] at h1
    simp only [lumo, Finset.lt_inf'_iff, Finset.mem_univ, true_implies] at h2
    exact (h1 i).trans (h2 a)
  · intro h
    have hg : homo eo < lumo ev := by
      simp only [homo, lumo, Finset.sup'_lt_iff, Finset.lt_inf'_iff,
        Finset.mem_univ, true_implies]
      exact h
    obtain ⟨μ, h1, h2⟩ := exists_between hg
    exact ⟨μ, (factorsDecay_iff eo ev μ).2 ⟨h1, h2⟩⟩

end

end LaplaceMP2EnergyZero
```

Messages:

```
Main.lean:70:6: error: Type mismatch
  h
has type
  ∀ (i : O) (a : V), eo i < ev a
but is expected to have type
  ∀ (i : V) (i_1 : O), eo i_1 < ev i
```

Cause. The error is in the converse, at `exact h`. The hypothesis `h` takes an occupied orbital first and then a virtual one, while the goal left by `simp only` asks for the virtual orbital first.

That order comes from the rewriting. The goal `homo eo < lumo ev` unfolds to a `sup'` less than an `inf'`, so both `Finset.sup'_lt_iff` and `Finset.lt_inf'_iff` could apply to it. The resulting goal has the quantifier over `V` outermost, which shows that the `inf'` was opened first and the `sup'` inside it.

The two statements are logically equivalent, but `exact` needs the types to agree up to definitional unfolding, and exchanging two universal quantifiers is not such an unfolding. The repair, `fun a i => h i a`, takes the virtual orbital `a` and the occupied orbital `i` in the order the goal wants and passes them to `h` in the order it expects.

After these edits no error is left:

```diff
@@ -68,5 +68,5 @@
       simp only [homo, lumo, Finset.sup'_lt_iff, Finset.lt_inf'_iff,
         Finset.mem_univ, true_implies]
-      exact h
+      exact fun a i => h i a
     obtain ⟨μ, h1, h2⟩ := exists_between hg
     exact ⟨μ, (factorsDecay_iff eo ev μ).2 ⟨h1, h2⟩⟩
```
